# The mass-weighted residual of a trial mode bounds the distance to the nearest squared frequency

Two equal masses \(m\) on a line are joined by a spring \(k>0\). I displace only the first, \(u=(1,0)\), and guess \(x=k/m\) for the squared frequency. With force-constant matrix \(\Phi\) and mass matrix \(M\), the leftover force is, up to sign, \(r=\Phi u-xMu=(0,-k)\). Its second entry is \(-k\) for every \(x\), so \(u\) is not a mode. Does \(r\) still tell me how far \(x\) is from a true squared frequency? Its size changes when I rescale \(u\), and with unequal masses I don't know how to weight its components.

## Weight the force by inverse mass and the displacement by mass

Yes: some squared mode frequency \(\lambda\) satisfies

\[
(\lambda-x)^2\le\frac{r^TM^{-1}r}{u^TMu}.
\]

In your example the right side is \((k^2/m)/m=(k/m)^2\). The true values are \(0\) and \(2k/m\), both exactly \(k/m\) away. Your \(u\) is an equal mixture of the two modes: the bound locates a squared frequency, and by itself it does not say that \(u\) is close to a mode.

For the general case, let \(\Phi\) be real symmetric, \(M\) diagonal with positive masses, and \(u\ne0\). Set \(D=M^{-1/2}\Phi M^{-1/2}\) and \(e=M^{1/2}u\). Then

\[
De-xe=M^{-1/2}r,\qquad |e|^2=u^TMu,\qquad |De-xe|^2=r^TM^{-1}r.
\]

The symmetric matrix \(D\) has orthonormal eigenvectors \(b_i\) with eigenvalues \(\lambda_i\), and \(b_i\cdot(De-xe)=(\lambda_i-x)(b_i\cdot e)\). If \(\lambda_j\) is the eigenvalue nearest to \(x\), Parseval's identity gives

\[
r^TM^{-1}r=\sum_i(\lambda_i-x)^2(b_i\cdot e)^2\ge(\lambda_j-x)^2\,u^TMu.
\]

The displacement \(v=M^{-1/2}b_j\) is a mode, because \(\Phi v=M^{1/2}Db_j=\lambda_jMv\).

For fixed \(u\), the best guess follows from expanding the numerator:

\[
r^TM^{-1}r=(\Phi u)^TM^{-1}\Phi u-2x\,u^T\Phi u+x^2\,u^TMu.
\]

Completing the square shows that it equals its value at the Rayleigh quotient \(\rho=u^T\Phi u/u^TMu\) plus \((x-\rho)^2u^TMu\). Your guess \(k/m\) is already \(\rho\).

For frequencies themselves, suppose that \(\Phi\) is also positive semidefinite, meaning that no displacement lowers the harmonic energy. Then \(\lambda\,v^TMv=v^T\Phi v\ge0\), so \(\omega=\sqrt\lambda\) is real. With \(x=\omega_0^2\) and \(\omega_0>0\),

\[
\omega_0|\omega-\omega_0|\le(\omega+\omega_0)|\omega-\omega_0|=|\lambda-\omega_0^2|\le\sqrt{\frac{r^TM^{-1}r}{u^TMu}}.
\]

For a finite harmonic model with real force constants, this puts an error bar on a vibrational frequency from an iterative eigensolver without the other modes. It guarantees that some exact frequency of the model lies within the bar, not that this is the one you were looking for, such as the lowest.

## What the Lean statements say

The finite type `n` labels Cartesian coordinates, so an atom in three dimensions contributes three entries of `m`, all equal to its mass. `Φ.IsSymm` expresses the symmetry of second derivatives of the energy, and `hm` makes every mass positive. `massSq` and `invMassSq` are the denominator and numerator above. `IsModeValue Φ m lam` says that \(\Phi v=\lambda Mv\) has a nonzero solution; `lam` and `x` are squared frequencies.

`mode_residual_bound` is the main inequality, `residual_rayleigh` the identity for \(\rho\), and `frequency_bound` the version for \(\omega\), with `hpos` as the stability condition. `diatomic_sharp` says that every squared mode frequency of your example gives equality.

That `Φ` is the true Hessian of your molecule or crystal at equilibrium remains to be justified separately. Complex dynamical matrices at general wavevectors, anharmonicity and rounding errors in \(r\) lie beyond these statements.

## From the eigenbasis to the masses

`symmetric_residual_bound` treats \(D\) alone. It takes Mathlib's orthonormal eigenbasis, proves `parseval` and the component formula `coeff`, selects the nearest eigenvalue with `Finset.exists_min_image`, and compares the sums term by term.

`mode_residual_bound` then introduces `s`, the square roots of the masses. Its step `key` is \(DM^{1/2}w=M^{-1/2}\Phi w\), which serves both to turn the eigenvector into a mode and to identify the residual. `massSq_pos` permits the division by \(u^TMu\).

In `residual_rayleigh`, `expand` is the quadratic in \(x\), and `linear_combination` completes the square. The `calc` block of `frequency_bound` is the chain of inequalities above. `diatomic_sharp` eliminates the displacements from the two equations of motion to get the secular equation \((\lambda m-k)^2=k^2\), called `sec`.

```lean
import Mathlib

open Matrix

namespace ModeResidual

noncomputable section

variable {n : Type*} [Fintype n] [DecidableEq n]

/-- The residual force `r = Φ u - x M u` of a trial mode `u` with trial squared frequency `x`,
where `M` is the diagonal matrix of the masses `m`. -/
def residual (Φ : Matrix n n ℝ) (m u : n → ℝ) (x : ℝ) : n → ℝ :=
  Φ *ᵥ u - x • (diagonal m *ᵥ u)

/-- The mass-weighted squared length `uᵀ M u` of a displacement. -/
def massSq (m u : n → ℝ) : ℝ := ∑ i, m i * u i ^ 2

/-- The squared length `rᵀ M⁻¹ r` of a force vector, for nonzero masses. -/
def invMassSq (m r : n → ℝ) : ℝ := ∑ i, r i ^ 2 / m i

/-- The number `lam` is a squared mode frequency: `Φ v = lam M v` for some nonzero `v`. -/
def IsModeValue (Φ : Matrix n n ℝ) (m : n → ℝ) (lam : ℝ) : Prop :=
  ∃ v : n → ℝ, v ≠ 0 ∧ Φ *ᵥ v = lam • (diagonal m *ᵥ v)

/-- The Rayleigh quotient `uᵀ Φ u / uᵀ M u` of a displacement with `uᵀ M u ≠ 0`. -/
def rayleigh (Φ : Matrix n n ℝ) (m u : n → ℝ) : ℝ := (u ⬝ᵥ Φ *ᵥ u) / massSq m u

/-- Each component of the residual is the harmonic force term minus `x` times mass times
displacement. -/
theorem residual_apply (Φ : Matrix n n ℝ) (m u : n → ℝ) (x : ℝ) (i : n) :
    residual Φ m u x i = (Φ *ᵥ u) i - x * (m i * u i) := by
  simp [residual, Matrix.mulVec_diagonal]

omit [DecidableEq n] in
/-- For positive masses, a nonzero displacement has positive mass-weighted squared length. -/
theorem massSq_pos {m u : n → ℝ} (hm : ∀ i, 0 < m i) (hu : u ≠ 0) : 0 < massSq m u := by
  obtain ⟨i, hi⟩ := Function.ne_iff.mp hu
  have hi' : u i ≠ 0 := hi
  refine Finset.sum_pos' (fun j _ => mul_nonneg (hm j).le (sq_nonneg _))
    ⟨i, Finset.mem_univ i, mul_pos (hm i) (by positivity)⟩

/-- For a real symmetric matrix `D` and a nonzero trial vector `e`, some eigenvalue lies within
`|D e - x e| / |e|` of `x`; the bound is stated for the squares, multiplied out. -/
theorem symmetric_residual_bound {D : Matrix n n ℝ} (hD : D.IsSymm) {e : n → ℝ} (he : e ≠ 0)
    (x : ℝ) : ∃ (lam : ℝ) (v : n → ℝ), v ≠ 0 ∧ D *ᵥ v = lam • v ∧
      (lam - x) ^ 2 * (e ⬝ᵥ e) ≤ (D *ᵥ e - x • e) ⬝ᵥ (D *ᵥ e - x • e) := by
  have hH : D.IsHermitian := by
    ext i j
    simp [Matrix.conjTranspose_apply, hD.apply i j]
  let b := hH.eigenvectorBasis
  have hb : ∀ i, D *ᵥ (b i).ofLp = hH.eigenvalues i • (b i).ofLp :=
    fun i => hH.mulVec_eigenvectorBasis i
  -- Parseval's identity in the eigenbasis
  have hin : ∀ y z : EuclideanSpace ℝ n, inner ℝ y z = y.ofLp ⬝ᵥ z.ofLp := by
    intro y z
    simp [PiLp.inner_apply, dotProduct, mul_comm]
  have parseval : ∀ w : n → ℝ, ∑ i, ((b i).ofLp ⬝ᵥ w) ^ 2 = w ⬝ᵥ w := by
    intro w
    have h := b.sum_inner_mul_inner (WithLp.toLp 2 w) (WithLp.toLp 2 w)
    simp only [hin] at h
    refine Eq.trans (Finset.sum_congr rfl fun i _ => ?_) h
    rw [pow_two]
    exact congrArg (· * ((b i).ofLp ⬝ᵥ w)) (dotProduct_comm _ _)
  -- each component of the residual is the component of `e` times the eigenvalue error
  have coeff : ∀ i, (b i).ofLp ⬝ᵥ (D *ᵥ e - x • e)
      = (hH.eigenvalues i - x) * ((b i).ofLp ⬝ᵥ e) := by
    intro i
    have h1 : (b i).ofLp ᵥ* D = hH.eigenvalues i • (b i).ofLp := by
      rw [← Matrix.mulVec_transpose, hD.eq, hb i]
    rw [dotProduct_sub, Matrix.dotProduct_mulVec, h1, smul_dotProduct, dotProduct_smul,
      smul_eq_mul, smul_eq_mul]
    ring
  obtain ⟨i₀, _⟩ := Function.ne_iff.mp he
  -- take the eigenvalue nearest to `x`
  obtain ⟨k, _, hk⟩ := Finset.exists_min_image Finset.univ
    (fun i => (hH.eigenvalues i - x) ^ 2) ⟨i₀, Finset.mem_univ i₀⟩
  refine ⟨hH.eigenvalues k, (b k).ofLp, ?_, hb k, ?_⟩
  · intro h
    apply b.orthonormal.ne_zero k
    ext j
    exact congrFun h j
  · rw [← parseval e, ← parseval (D *ᵥ e - x • e), Finset.mul_sum]
    refine Finset.sum_le_sum fun i hi => ?_
    rw [coeff i, mul_pow]
    exact mul_le_mul_of_nonneg_right (hk i hi) (sq_nonneg _)

/-- Residual test: for symmetric force constants, positive masses and a nonzero trial mode `u`,
some squared mode frequency `lam` satisfies `(lam - x)² ≤ (rᵀ M⁻¹ r) / (uᵀ M u)`. -/
theorem mode_residual_bound {Φ : Matrix n n ℝ} (hΦ : Φ.IsSymm) {m u : n → ℝ}
    (hm : ∀ i, 0 < m i) (hu : u ≠ 0) (x : ℝ) :
    ∃ lam, IsModeValue Φ m lam ∧
      (lam - x) ^ 2 ≤ invMassSq m (residual Φ m u x) / massSq m u := by
  obtain ⟨s, hs, hss⟩ : ∃ s : n → ℝ, (∀ i, 0 < s i) ∧ ∀ i, s i * s i = m i :=
    ⟨fun i => √(m i), fun i => Real.sqrt_pos.mpr (hm i), fun i => Real.mul_self_sqrt (hm i).le⟩
  -- the mass-weighted force constants
  let D : Matrix n n ℝ := Matrix.of fun i j => Φ i j / (s i * s j)
  have hD : D.IsSymm := by
    ext i j
    change Φ j i / (s j * s i) = Φ i j / (s i * s j)
    rw [hΦ.apply i j, mul_comm (s j)]
  have key : ∀ (w : n → ℝ) (i : n), (D *ᵥ fun j => s j * w j) i = (Φ *ᵥ w) i / s i := by
    intro w i
    change ∑ j, Φ i j / (s i * s j) * (s j * w j) = (∑ j, Φ i j * w j) / s i
    rw [Finset.sum_div]
    refine Finset.sum_congr rfl fun j _ => ?_
    have h1 := (hs i).ne'
    have h2 := (hs j).ne'
    field_simp
  have he : (fun i => s i * u i) ≠ 0 := by
    intro h
    apply hu
    funext i
    exact (mul_eq_zero.mp (congrFun h i)).resolve_left (hs i).ne'
  obtain ⟨lam, v, hv, hDv, hle⟩ := symmetric_residual_bound hD he x
  refine ⟨lam, ⟨fun i => v i / s i, ?_, ?_⟩, ?_⟩
  · intro h
    apply hv
    funext i
    exact (div_eq_zero_iff.mp (congrFun h i)).resolve_right (hs i).ne'
  · -- scale the eigenvector back to a displacement
    have hvs : (fun j => s j * (v j / s j)) = v := by
      funext j
      exact mul_div_cancel₀ (v j) (hs j).ne'
    funext i
    have h := key (fun j => v j / s j) i
    rw [hvs, hDv, Pi.smul_apply, smul_eq_mul, eq_div_iff (hs i).ne'] at h
    rw [← h, Pi.smul_apply, smul_eq_mul, Matrix.mulVec_diagonal, ← hss i]
    have h1 := (hs i).ne'
    field_simp
  · rw [le_div_iff₀ (massSq_pos hm hu)]
    have h1 : (fun i => s i * u i) ⬝ᵥ (fun i => s i * u i) = massSq m u :=
      Finset.sum_congr rfl fun i _ => by linear_combination (u i) ^ 2 * hss i
    rw [h1] at hle
    refine hle.trans_eq (Finset.sum_congr rfl fun i _ => ?_)
    have h2 : (D *ᵥ (fun j => s j * u j) - x • fun j => s j * u j) i
        = residual Φ m u x i / s i := by
      rw [Pi.sub_apply, key, Pi.smul_apply, smul_eq_mul, residual_apply, ← hss i,
        eq_div_iff (hs i).ne', sub_mul, div_mul_cancel₀ _ (hs i).ne']
      ring
    rw [h2, div_mul_div_comm, hss i, pow_two]

/-- For positive masses and a nonzero trial mode, moving `x` away from the Rayleigh quotient `ρ`
raises the squared residual `rᵀ M⁻¹ r` by exactly `(x - ρ)² uᵀ M u`. -/
theorem residual_rayleigh (Φ : Matrix n n ℝ) {m u : n → ℝ} (hm : ∀ i, 0 < m i) (hu : u ≠ 0)
    (x : ℝ) : invMassSq m (residual Φ m u x) =
      invMassSq m (residual Φ m u (rayleigh Φ m u)) + (x - rayleigh Φ m u) ^ 2 * massSq m u := by
  -- the squared residual is a quadratic polynomial in the trial value
  have expand : ∀ y, invMassSq m (residual Φ m u y) =
      invMassSq m (Φ *ᵥ u) - 2 * y * (u ⬝ᵥ Φ *ᵥ u) + y ^ 2 * massSq m u := by
    intro y
    simp only [invMassSq, massSq, dotProduct, residual_apply, Finset.mul_sum,
      ← Finset.sum_sub_distrib, ← Finset.sum_add_distrib]
    refine Finset.sum_congr rfl fun i _ => ?_
    have h := (hm i).ne'
    field_simp
    ring
  have hB : rayleigh Φ m u * massSq m u = u ⬝ᵥ Φ *ᵥ u :=
    div_mul_cancel₀ _ (massSq_pos hm hu).ne'
  rw [expand x, expand (rayleigh Φ m u)]
  linear_combination (2 * x - 2 * rayleigh Φ m u) * hB

/-- For symmetric positive semidefinite force constants, positive masses, a nonzero trial mode and
a trial frequency `ω₀ > 0`, some mode frequency `ω` lies within
`√(rᵀ M⁻¹ r / uᵀ M u) / ω₀` of `ω₀`. -/
theorem frequency_bound {Φ : Matrix n n ℝ} (hΦ : Φ.IsSymm) (hpos : ∀ w, 0 ≤ w ⬝ᵥ Φ *ᵥ w)
    {m u : n → ℝ} (hm : ∀ i, 0 < m i) (hu : u ≠ 0) {ω₀ : ℝ} (hω : 0 < ω₀) :
    ∃ ω, 0 ≤ ω ∧ IsModeValue Φ m (ω ^ 2) ∧
      |ω - ω₀| ≤ √(invMassSq m (residual Φ m u (ω₀ ^ 2)) / massSq m u) / ω₀ := by
  obtain ⟨lam, hlam, hle⟩ := mode_residual_bound hΦ hm hu (ω₀ ^ 2)
  -- stability makes the squared frequency nonnegative
  have h0 : 0 ≤ lam := by
    obtain ⟨v, hv, hev⟩ := hlam
    have h1 : v ⬝ᵥ Φ *ᵥ v = lam * massSq m v := by
      rw [hev]
      simp only [dotProduct, Pi.smul_apply, smul_eq_mul, Matrix.mulVec_diagonal, massSq,
        Finset.mul_sum]
      exact Finset.sum_congr rfl fun i _ => by ring
    have h2 := hpos v
    rw [h1] at h2
    exact nonneg_of_mul_nonneg_left h2 (massSq_pos hm hv)
  have hsq : √lam ^ 2 = lam := Real.sq_sqrt h0
  refine ⟨√lam, Real.sqrt_nonneg _, by rwa [hsq], ?_⟩
  rw [le_div_iff₀ hω]
  have hsum : 0 ≤ √lam + ω₀ := add_nonneg (Real.sqrt_nonneg _) hω.le
  calc |√lam - ω₀| * ω₀ ≤ |√lam - ω₀| * (√lam + ω₀) :=
        mul_le_mul_of_nonneg_left (by linarith [Real.sqrt_nonneg lam]) (abs_nonneg _)
    _ = |lam - ω₀ ^ 2| := by
        rw [← abs_of_nonneg hsum, ← abs_mul]
        congr 1
        linear_combination hsq
    _ ≤ _ := Real.abs_le_sqrt hle

/-- The bound is sharp: for two equal masses `m > 0` joined by a spring `k`, with one atom
displaced and `x = k / m`, every squared mode frequency gives equality. -/
theorem diatomic_sharp (k : ℝ) {m : ℝ} (hm : 0 < m) {lam : ℝ}
    (h : IsModeValue !![k, -k; -k, k] (fun _ => m) lam) :
    (lam - k / m) ^ 2 =
      invMassSq (fun _ => m) (residual !![k, -k; -k, k] (fun _ => m) ![1, 0] (k / m)) /
        massSq (fun _ => m) ![1, 0] := by
  have hm' := hm.ne'
  have r0 : residual !![k, -k; -k, k] (fun _ => m) ![1, 0] (k / m) 0 = 0 := by
    rw [residual_apply]
    simp [Matrix.mulVec, dotProduct, Fin.sum_univ_two, hm']
  have r1 : residual !![k, -k; -k, k] (fun _ => m) ![1, 0] (k / m) 1 = -k := by
    rw [residual_apply]
    simp [Matrix.mulVec, dotProduct, Fin.sum_univ_two]
  have hM : massSq (fun _ => m) ![1, 0] = m := by
    simp [massSq, Fin.sum_univ_two]
  obtain ⟨v, hv, hev⟩ := h
  have e0 : k * v 0 + -k * v 1 = lam * (m * v 0) := by
    have := congrFun hev 0
    rw [Pi.smul_apply, smul_eq_mul, Matrix.mulVec_diagonal] at this
    simp only [Matrix.mulVec, dotProduct, Fin.sum_univ_two] at this
    exact this
  have e1 : -k * v 0 + k * v 1 = lam * (m * v 1) := by
    have := congrFun hev 1
    rw [Pi.smul_apply, smul_eq_mul, Matrix.mulVec_diagonal] at this
    simp only [Matrix.mulVec, dotProduct, Fin.sum_univ_two] at this
    exact this
  -- eliminating either displacement gives the secular equation
  have sec : (lam * m - k) ^ 2 - k ^ 2 = 0 := by
    by_contra hne
    have z0 : ((lam * m - k) ^ 2 - k ^ 2) * v 0 = 0 := by
      linear_combination -(lam * m - k) * e0 + k * e1
    have z1 : ((lam * m - k) ^ 2 - k ^ 2) * v 1 = 0 := by
      linear_combination -(lam * m - k) * e1 + k * e0
    apply hv
    funext i
    fin_cases i
    · exact (mul_eq_zero.mp z0).resolve_left hne
    · exact (mul_eq_zero.mp z1).resolve_left hne
  have hl : lam - k / m = (lam * m - k) / m := by
    rw [sub_div, mul_div_cancel_right₀ _ hm']
  rw [hM, invMassSq, Fin.sum_univ_two, r0, r1, hl, div_pow, sub_eq_zero.mp sec]
  field_simp
  ring

end

end ModeResidual
```

```lean
#print axioms ModeResidual.mode_residual_bound
-- 'ModeResidual.mode_residual_bound' depends on axioms: [propext, Classical.choice, Quot.sound]
#print axioms ModeResidual.residual_rayleigh
-- 'ModeResidual.residual_rayleigh' depends on axioms: [propext, Classical.choice, Quot.sound]
#print axioms ModeResidual.frequency_bound
-- 'ModeResidual.frequency_bound' depends on axioms: [propext, Classical.choice, Quot.sound]
#print axioms ModeResidual.diatomic_sharp
-- 'ModeResidual.diatomic_sharp' depends on axioms: [propext, Classical.choice, Quot.sound]
```
